# A four-mode state whose two-mode reduced density matrix has coherences for qubits but is diagonal for fermions

The theorem `reduced_states` concerns the normalised four-mode state with amplitude 1/2 on each of the occupation patterns 1000, 0010, 1101 and 0111. It computes the reduced density matrix of the first and third modes from expectation values of ladder operators, once with bare qubit operators and once with the Jordan-Wigner signs of fermions. Both matrices have populations 1/2 on the local patterns 01 and 10, but the qubit matrix also has coherences 1/2 between them, while the fermionic one is diagonal. The proof takes the factor 1/2 out of the state, which turns every matrix element into an integer overlap divided by 4, and leaves the integer overlaps to `decide +kernel`.

The first attempt, which Lean rejects:

```lean
import Mathlib

open Finset

namespace QubitFermionReducedStates

noncomputable section

/-- Amplitudes of an `n`-mode state on the occupation patterns. -/
abbrev State (R : Type) (n : ℕ) := (Fin n → Bool) → R

/-- A sign attached to each mode and occupation pattern. -/
abbrev SignRule (n : ℕ) := Fin n → (Fin n → Bool) → ℤ

/-- The sign rule of bare qubit ladder operators: no sign at all. -/
def bare {n : ℕ} : SignRule n := fun _ _ => 1

/-- The Jordan-Wigner string: a factor `-1` for each occupied mode before `j`. -/
def jw {n : ℕ} : SignRule n :=
  fun j b => ∏ k, if k < j ∧ b k = true then -1 else 1

variable {R : Type} [CommRing R] {n : ℕ}

/-- The lowering operator of mode `j` with sign rule `σ`. -/
def lower (σ : SignRule n) (j : Fin n) (ψ : State R n) : State R n :=
  fun b => if b j = true then 0 else (σ j b : R) * ψ (Function.update b j true)

/-- The raising operator of mode `j` with sign rule `σ`. -/
def raise (σ : SignRule n) (j : Fin n) (ψ : State R n) : State R n :=
  fun b => if b j = true then (σ j b : R) * ψ (Function.update b j false) else 0

/-- The inner product of two states. -/
def braket (φ ψ : State ℂ n) : ℂ := ∑ b, starRingEnd ℂ (φ b) * ψ b

/-- Removes the local pattern `p` (in the order 00, 01, 10, 11) from modes `i`, `j`,
then projects on both modes being empty. -/
def toVacuum (σ : SignRule n) (i j : Fin n) (ψ : State R n) (p : Fin 4) : State R n :=
  lower σ i (raise σ i (lower σ j (raise σ j
    (![ψ, lower σ j ψ, lower σ i ψ, lower σ j (lower σ i ψ)] p))))

/-- The reduced density matrix of two distinct modes `i`, `j`, in the local basis 00, 01, 10, 11,
read off from expectation values of products of their ladder operators. -/
def reducedState (σ : SignRule n) (i j : Fin n) (ψ : State ℂ n) :
    Matrix (Fin 4) (Fin 4) ℂ :=
  Matrix.of fun p q => braket (toVacuum σ i j ψ q) (toVacuum σ i j ψ p)

/-- The basis state with occupation pattern `a`. -/
def ket (a : Fin n → Bool) : State ℤ n := fun b => if b = a then 1 else 0

/-- The sum of the basis states 1000, 0010, 1101 and 0111. -/
def kets : State ℤ 4 := fun b =>
  ket ![true, false, false, false] b + ket ![false, false, true, false] b
    + ket ![true, true, false, true] b + ket ![false, true, true, true] b

/-- The state `v`: half the sum of 1000, 0010, 1101 and 0111. -/
def v : State ℂ 4 := fun b => 1 / 2 * (kets b : ℂ)

/-- Ladder operators act on a multiple of an integer-amplitude state through the
integer amplitudes. -/
theorem ladder_scaled (σ : SignRule n) (j : Fin n) (c : ℂ) (w : State ℤ n) :
    lower σ j (fun b => c * (w b : ℂ)) = (fun b => c * ((lower σ j w b : ℤ) : ℂ)) ∧
    raise σ j (fun b => c * (w b : ℂ)) = (fun b => c * ((raise σ j w b : ℤ) : ℂ)) := by
  constructor <;> funext b <;> simp only [lower, raise] <;> split_ifs <;>
    push_cast [Int.cast_id] <;> ring

/-- The overlap of two halved integer-amplitude states is a quarter of the integer
overlap. -/
theorem braket_half (u w : State ℤ n) :
    braket (fun b => 1 / 2 * (u b : ℂ)) (fun b => 1 / 2 * (w b : ℂ))
      = ((∑ b, u b * w b : ℤ) : ℂ) / 4 := by
  unfold braket
  push_cast
  rw [Finset.sum_div]
  apply Finset.sum_congr rfl
  intro b _
  simp only [map_mul, map_div₀, map_one, map_ofNat, map_intCast]
  ring

/-- The reduced density matrices of the first and third modes in the state `v`: the qubit
one has coherences `1/2` between 01 and 10, the fermionic one is diagonal. -/
theorem reduced_states :
    reducedState bare 0 2 v
      = !![0, 0, 0, 0; 0, 1/2, 1/2, 0; 0, 1/2, 1/2, 0; 0, 0, 0, 0] ∧
    reducedState jw 0 2 v
      = !![0, 0, 0, 0; 0, 1/2, 0, 0; 0, 0, 1/2, 0; 0, 0, 0, 0] := by
  have hv (σ : SignRule 4) (p : Fin 4) : toVacuum σ 0 2 v p
      = fun b => 1 / 2 * ((toVacuum σ 0 2 kets p b : ℤ) : ℂ) := by
    unfold v
    generalize (1 / 2 : ℂ) = c
    fin_cases p <;>
      simp [toVacuum, (ladder_scaled _ _ _ _).1, (ladder_scaled _ _ _ _).2]
  have h (σ : SignRule 4) (p q : Fin 4) : reducedState σ 0 2 v p q
      = ((∑ b, toVacuum σ 0 2 kets q b * toVacuum σ 0 2 kets p b : ℤ) : ℂ) / 4 := by
    simp only [reducedState, Matrix.of_apply]
    rw [hv σ q, hv σ p, braket_half]
  -- exact integer overlaps for all sixteen matrix elements
  have hs : ∀ p q, ∑ b, toVacuum bare 0 2 kets q b * toVacuum bare 0 2 kets p b
      = (!![0, 0, 0, 0; 0, 2, 2, 0; 0, 2, 2, 0; 0, 0, 0, 0] : Matrix _ _ ℤ) p q := by
    decide +kernel
  have hf : ∀ p q, ∑ b, toVacuum jw 0 2 kets q b * toVacuum jw 0 2 kets p b
      = (!![0, 0, 0, 0; 0, 2, 0, 0; 0, 0, 2, 0; 0, 0, 0, 0] : Matrix _ _ ℤ) p q := by
    decide +kernel
  constructor <;> ext p q
  · rw [h, hs]
    fin_cases p <;> fin_cases q <;> simp <;> norm_num
  · rw [h, hf]
    fin_cases p <;> fin_cases q <;> simp <;> norm_num

end

end QubitFermionReducedStates
```

Messages:

```
Main.lean:99:4: error: failed to synthesize
  Decidable
    (∀ (p q : Fin 4),
      ∑ b, toVacuum bare 0 2 kets q b * toVacuum bare 0 2 kets p b =
        !![0, 0, 0, 0; 0, 2, 2, 0; 0, 2, 2, 0; 0, 0, 0, 0] p q)

Hint: Additional diagnostic information may be available using the `set_option diagnostics true` command.
Main.lean:102:4: error: failed to synthesize
  Decidable
    (∀ (p q : Fin 4),
      ∑ b, toVacuum jw 0 2 kets q b * toVacuum jw 0 2 kets p b = !![0, 0, 0, 0; 0, 2, 0, 0; 0, 0, 2, 0; 0, 0, 0, 0] p q)

Hint: Additional diagnostic information may be available using the `set_option diagnostics true` command.
```

Cause. Both errors are the same: before `decide +kernel` can evaluate a proposition, Lean must find a `Decidable` instance for it, and here the search fails. The integer overlaps were therefore never evaluated, and the messages don't say that any of them is wrong.

The obstacle is the matrix literal on the right-hand side. `!![...]` has type `Matrix (Fin 4) (Fin 4) ℤ`, and `Matrix` is a definition that has to be unfolded before its terms can be seen as functions of `p` and `q`. Instance search does not unfold ordinary definitions like this one, so it doesn't get through the applied literal to a decidable equality of integers.

The repair writes the same numbers as nested vectors `![![...], ...]` of type `Fin 4 → Fin 4 → ℤ`. This is openly a function type, so the instance is found and the evaluation can run. The annotation `p q : Fin 4` is mere tidying, since the messages show that Lean had already inferred that type, and so are the new line breaks.

Fix (accepted with no message):

```diff
@@ -95,9 +95,13 @@
     rw [hv σ q, hv σ p, braket_half]
   -- exact integer overlaps for all sixteen matrix elements
-  have hs : ∀ p q, ∑ b, toVacuum bare 0 2 kets q b * toVacuum bare 0 2 kets p b
-      = (!![0, 0, 0, 0; 0, 2, 2, 0; 0, 2, 2, 0; 0, 0, 0, 0] : Matrix _ _ ℤ) p q := by
+  have hs : ∀ p q : Fin 4,
+      ∑ b, toVacuum bare 0 2 kets q b * toVacuum bare 0 2 kets p b
+      = (![![0, 0, 0, 0], ![0, 2, 2, 0], ![0, 2, 2, 0], ![0, 0, 0, 0]] :
+          Fin 4 → Fin 4 → ℤ) p q := by
     decide +kernel
-  have hf : ∀ p q, ∑ b, toVacuum jw 0 2 kets q b * toVacuum jw 0 2 kets p b
-      = (!![0, 0, 0, 0; 0, 2, 0, 0; 0, 0, 2, 0; 0, 0, 0, 0] : Matrix _ _ ℤ) p q := by
+  have hf : ∀ p q : Fin 4,
+      ∑ b, toVacuum jw 0 2 kets q b * toVacuum jw 0 2 kets p b
+      = (![![0, 0, 0, 0], ![0, 2, 0, 0], ![0, 0, 2, 0], ![0, 0, 0, 0]] :
+          Fin 4 → Fin 4 → ℤ) p q := by
     decide +kernel
   constructor <;> ext p q
```
